# Under \(X\mapsto AXA^\dagger\), complex 2×2 matrices with \(\det A=1\) preserve the Minkowski interval

## Events, Pauli matrices and the action of \(A\)

An event has a time \(t\) and a position \((x,y,z)\) in an inertial frame, in units with \(c=1\). A change of frame replaces these four numbers by four others. The problem is to describe some of these changes, with the origin kept fixed, by complex 2×2 matrices \(A\).

In Lean an event is a function `v : Fin 4 → ℝ`, with `v 0`, `v 1`, `v 2`, `v 3` standing for \(t,x,y,z\). Matrix indices also start at 0, so the entries of \(A\) are \(A_{00},A_{01},A_{10},A_{11}\). The type `M₂` is that of complex 2×2 matrices, and `Aᴴ` is \(A^\dagger\).

```lean
import Mathlib

open Matrix

namespace SpinorLorentz

noncomputable section

local notation "M₂" => Matrix (Fin 2) (Fin 2) ℂ
```

The Pauli matrices have their usual form.

```lean
/-- The Pauli matrix `σ_x`. -/
def σx : M₂ := !![0, 1; 1, 0]

/-- The Pauli matrix `σ_y`. -/
def σy : M₂ := !![0, -Complex.I; Complex.I, 0]

/-- The Pauli matrix `σ_z`. -/
def σz : M₂ := !![1, 0; 0, -1]
```

They encode the event as \(X=tI+x\sigma_x+y\sigma_y+z\sigma_z\). The Lean name for \(X\) is `spinor v`, although \(X\) is a matrix and not a two-component spinor.

```lean
/-- The matrix `X = t I + x σ_x + y σ_y + z σ_z` of the event `v = (t, x, y, z)`. -/
def spinor (v : Fin 4 → ℝ) : M₂ :=
  (v 0 : ℂ) • (1 : M₂) + (v 1 : ℂ) • σx + (v 2 : ℂ) • σy + (v 3 : ℂ) • σz
```

The interval has signature \((+,-,-,-)\).

```lean
/-- The Minkowski interval `t² - x² - y² - z²`, in units with `c = 1`. -/
def interval (v : Fin 4 → ℝ) : ℝ := v 0 ^ 2 - v 1 ^ 2 - v 2 ^ 2 - v 3 ^ 2
```

Four real numbers can be read off from any matrix \(M\):

```lean
/-- Four real coordinates `(t, x, y, z)` read off from the entries of a matrix. -/
def coords (M : M₂) : Fin 4 → ℝ :=
  ![(M 0 0 + M 1 1).re / 2, (M 0 1 + M 1 0).re / 2,
    (M 1 0 - M 0 1).im / 2, (M 0 0 - M 1 1).re / 2]
```

The action of \(A\) on events forms \(AXA^\dagger\) and reads off its coordinates, written \(t',x',y',z'\) below. Despite its name, `lorentzMap` is defined for every \(A\), whatever its determinant.

```lean
/-- The action of `A` on events: the coordinates of `A X A†`. -/
def lorentzMap (A : M₂) (v : Fin 4 → ℝ) : Fin 4 → ℝ := coords (A * spinor v * Aᴴ)
```

The last definition is a one-parameter family of matrices, labelled by a real number \(\eta\), the rapidity.

```lean
/-- The matrix `cosh(η/2) I + sinh(η/2) σ_z`. -/
def boost (η : ℝ) : M₂ :=
  (Real.cosh (η / 2) : ℂ) • (1 : M₂) + (Real.sinh (η / 2) : ℂ) • σz
```

The physical input left to special relativity is that, for \(\det A=1\), the coordinates \(t,x,y,z\) and \(t',x',y',z'\) are the clock and ruler readings of two inertial observers, with relative speed \(|\tanh\eta|\) for the family above. In the chiral representation, the Dirac spinor of relativistic electronic structure consists of two two-component Weyl spinors, which are not its large and small components; for \(\det A=1\), one of them is transformed by \(A\) and the other by \((A^\dagger)^{-1}\). Here \(A\) acts only on the coordinates of single events, with no wave function present.

## (a) The matrix of an event

**Task.** Show that
\[X=\begin{pmatrix}t+z & x-iy\\ x+iy & t-z\end{pmatrix}.\]

**Solution.** The diagonal receives \(t\) from \(I\) and \(\pm z\) from \(\sigma_z\). The off-diagonal entries receive \(x\) from \(\sigma_x\) and \(\mp iy\) from \(\sigma_y\). In Lean, `fin_cases` splits the matrix equation into these four entries.

```lean
/-- The matrix of an event, written out entry by entry. -/
theorem spinor_eq (v : Fin 4 → ℝ) :
    spinor v = !![(v 0 : ℂ) + v 3, v 1 - v 2 * Complex.I;
      v 1 + v 2 * Complex.I, v 0 - v 3] := by
  ext i j
  fin_cases i <;> fin_cases j <;> simp [spinor, σx, σy, σz] <;> ring
```

## (b) Its determinant

**Task.** Show that \(\det X=t^2-x^2-y^2-z^2\).

**Solution.** By (a),
\[\det X=(t+z)(t-z)-(x-iy)(x+iy)=t^2-z^2-(x^2+y^2).\]
The only input beyond the rules of a commutative ring is \(i^2=-1\), which `linear_combination` uses with the factor \(y^2\).

```lean
/-- The determinant of the matrix of an event is its Minkowski interval. -/
theorem det_spinor (v : Fin 4 → ℝ) : (spinor v).det = (interval v : ℂ) := by
  rw [spinor_eq, Matrix.det_fin_two_of]
  simp only [interval]
  push_cast
  linear_combination (v 2 : ℂ) ^ 2 * Complex.I_sq
```

## (c) From event to matrix and back

**Task.** Show that `coords` recovers the event: `coords (spinor v) = v`.

**Solution.** Insert the entries from (a):
\[\tfrac12\mathrm{Re}(X_{00}+X_{11})=t,\quad \tfrac12\mathrm{Re}(X_{01}+X_{10})=x,\]
\[\tfrac12\mathrm{Im}(X_{10}-X_{01})=y,\quad \tfrac12\mathrm{Re}(X_{00}-X_{11})=z.\]

```lean
/-- Reading the coordinates of the matrix of an event returns the event. -/
theorem coords_spinor (v : Fin 4 → ℝ) : coords (spinor v) = v := by
  ext i
  fin_cases i <;> simp [coords, spinor_eq]
```

## (d) Every Hermitian matrix is an event

**Task.** For \(M=M^\dagger\), show that `spinor (coords M) = M`.

**Solution.** Hermiticity makes \(M_{00}\) and \(M_{11}\) real and lets us write \(M_{01}=a-ib\), \(M_{10}=a+ib\) with real \(a,b\). The coordinates are then
\[t=\tfrac12(M_{00}+M_{11}),\quad x=a,\quad y=b,\quad z=\tfrac12(M_{00}-M_{11}).\]
Hence \(t\pm z\) are the diagonal entries and \(x\mp iy\) the off-diagonal ones. The Lean proof compares real and imaginary parts entry by entry, and `linarith` solves the resulting linear equations.

```lean
/-- Every Hermitian 2×2 matrix is the matrix of the event given by its coordinates. -/
theorem spinor_coords (M : M₂) (hM : M.IsHermitian) : spinor (coords M) = M := by
  -- Hermiticity, split into real and imaginary parts of the entries
  have h0 := congrArg Complex.im (hM.apply 0 0)
  have h1 := congrArg Complex.im (hM.apply 1 1)
  have hr := congrArg Complex.re (hM.apply 0 1)
  have hi := congrArg Complex.im (hM.apply 0 1)
  simp only [Complex.star_def, Complex.conj_im, Complex.conj_re] at h0 h1 hr hi
  rw [spinor_eq]
  ext i j
  fin_cases i <;> fin_cases j <;> refine Complex.ext ?_ ?_ <;>
    simp [coords] <;> linarith
```

## (e) The transformed event has matrix \(AXA^\dagger\)

**Task.** Let \(X'\) be the matrix of the transformed event. Show that \(X'=AXA^\dagger\) for every \(A\).

**Solution.** Since \(t,x,y,z\) are real, (a) gives \(X^\dagger=X\). Therefore
\[(AXA^\dagger)^\dagger=AX^\dagger A^\dagger=AXA^\dagger,\]
and by (d) nothing is lost when the coordinates of this Hermitian matrix are read off.

```lean
/-- The matrix of the transformed event is `A X A†`. -/
theorem spinor_lorentzMap (A : M₂) (v : Fin 4 → ℝ) :
    spinor (lorentzMap A v) = A * spinor v * Aᴴ := by
  have hX : (spinor v)ᴴ = spinor v := by
    rw [spinor_eq]
    ext i j
    fin_cases i <;> fin_cases j <;> simp [sub_eq_add_neg]
  apply spinor_coords
  unfold Matrix.IsHermitian
  rw [conjTranspose_mul, conjTranspose_mul, conjTranspose_conjTranspose, hX,
    Matrix.mul_assoc]
```

## (f) How the interval scales

**Task.** For every \(A\), show that
\[t'^2-x'^2-y'^2-z'^2=|\det A|^2\,(t^2-x^2-y^2-z^2).\]

**Solution.** By (b) and (e), the left side is
\[\det(AXA^\dagger)=\det A\;\det X\;\overline{\det A}=|\det A|^2\det X.\]
In Lean, \(|\det A|^2\) is `Complex.normSq A.det`.

The step that deserves a closer look is `exact_mod_cast`. The claim is an equation between real numbers, but determinants of complex matrices are complex. The proof therefore establishes `h`, the same equation with both sides embedded in ℂ. The tactic moves the embeddings outwards through the product and then removes them, which is legitimate because the map from ℝ to ℂ is injective.

```lean
/-- For any complex 2×2 matrix `A`, the map `X ↦ A X A†` multiplies the interval
by `|det A|²`. -/
theorem interval_scaling (A : M₂) (v : Fin 4 → ℝ) :
    interval (lorentzMap A v) = Complex.normSq A.det * interval v := by
  have h : (interval (lorentzMap A v) : ℂ)
      = (Complex.normSq A.det : ℂ) * (interval v : ℂ) := by
    rw [← det_spinor, spinor_lorentzMap, det_mul, det_mul, det_conjTranspose,
      det_spinor, ← Complex.mul_conj, Complex.star_def]
    ring
  exact_mod_cast h
```

## (g) Determinant one

**Task.** For \(\det A=1\), show that \(t'^2-x'^2-y'^2-z'^2=t^2-x^2-y^2-z^2\).

**Solution.** Put \(|\det A|^2=1\) in (f).

```lean
/-- If `det A = 1`, the map `X ↦ A X A†` preserves the interval `t² - x² - y² - z²`. -/
theorem interval_preserved (A : M₂) (hA : A.det = 1) (v : Fin 4 → ℝ) :
    interval (lorentzMap A v) = interval v := by
  rw [interval_scaling, hA, map_one, one_mul]
```

## (h) The boost along \(z\)

**Task.** For \(A=\cosh(\eta/2)\,I+\sinh(\eta/2)\,\sigma_z\), show that \(\det A=1\) and
\[t'=t\cosh\eta+z\sinh\eta,\quad z'=z\cosh\eta+t\sinh\eta,\quad x'=x,\quad y'=y.\]

**Solution.** Write \(c=\cosh(\eta/2)\) and \(s=\sinh(\eta/2)\), so that \(c\) is not the speed of light here. Then \(A=\mathrm{diag}(c+s,\,c-s)\) is real with \(\det A=c^2-s^2=1\), and \(A^\dagger=A\). Multiplying out,
\[AXA^\dagger=\begin{pmatrix}(c+s)^2(t+z)&(c^2-s^2)(x-iy)\\(c^2-s^2)(x+iy)&(c-s)^2(t-z)\end{pmatrix}.\]
The off-diagonal entries are unchanged. Half the sum and half the difference of the diagonal entries give
\[t'=(c^2+s^2)t+2sc\,z,\qquad z'=(c^2+s^2)z+2sc\,t.\]
Finally \(c^2+s^2=\cosh\eta\) and \(2sc=\sinh\eta\).

In the Lean proof `hB` gives the diagonal form, `key` the product for arbitrary real \(c,s\), and `hC` and `hS` the two half-rapidity formulas.

At \(\eta=0\) the map is the identity. To first order in small \(\eta\), \(t'\approx t+\eta z\) and \(z'\approx z+\eta t\). Let \(u\) be the velocity along \(z\) that a body at rest in the old frame has in the new one. With the speed of light restored, \(\eta\approx u/c_{\text{light}}\) and the correction to \(t\) is \(uz/c_{\text{light}}^2\). It vanishes as \(c_{\text{light}}\to\infty\) at fixed \(u\), leaving the Galilean \(z'=z+ut\).

```lean
/-- The matrix `cosh(η/2) I + sinh(η/2) σ_z` has determinant one and acts on events by
`t' = t cosh η + z sinh η`, `z' = z cosh η + t sinh η`, with `x` and `y` unchanged. -/
theorem boost_along_z (η : ℝ) : (boost η).det = 1 ∧ ∀ v : Fin 4 → ℝ,
    lorentzMap (boost η) v =
      ![v 0 * Real.cosh η + v 3 * Real.sinh η, v 1, v 2,
        v 3 * Real.cosh η + v 0 * Real.sinh η] := by
  have hB : ∀ c s : ℝ, (c : ℂ) • (1 : M₂) + (s : ℂ) • σz
      = !![(c : ℂ) + s, 0; 0, (c : ℂ) - s] := by
    intro c s
    ext i j
    fin_cases i <;> fin_cases j <;> simp [σz]
    ring
  have h1 := Real.cosh_sq_sub_sinh_sq (η / 2)
  constructor
  · have h2 : (Real.cosh (η / 2) : ℂ) ^ 2 - (Real.sinh (η / 2) : ℂ) ^ 2 = 1 := by
      rw [← Complex.ofReal_pow, ← Complex.ofReal_pow, ← Complex.ofReal_sub, h1,
        Complex.ofReal_one]
    rw [boost, hB, Matrix.det_fin_two_of]
    linear_combination h2
  · intro v
    -- the product A X A† for a real diagonal A
    have key : ∀ c s : ℝ, !![(c : ℂ) + s, 0; 0, (c : ℂ) - s] * spinor v
        * (!![(c : ℂ) + s, 0; 0, (c : ℂ) - s])ᴴ
        = spinor ![v 0 * (c ^ 2 + s ^ 2) + v 3 * (2 * s * c), v 1 * (c ^ 2 - s ^ 2),
          v 2 * (c ^ 2 - s ^ 2), v 3 * (c ^ 2 + s ^ 2) + v 0 * (2 * s * c)] := by
      intro c s
      have hH : (!![(c : ℂ) + s, 0; 0, (c : ℂ) - s])ᴴ
          = !![(c : ℂ) + s, 0; 0, (c : ℂ) - s] := by
        ext i j
        fin_cases i <;> fin_cases j <;> simp
      rw [hH, spinor_eq, spinor_eq]
      ext i j
      fin_cases i <;> fin_cases j <;>
        simp [Matrix.mul_apply, Fin.sum_univ_succ] <;> ring
    -- half-rapidity formulas
    have hC : Real.cosh η = Real.cosh (η / 2) ^ 2 + Real.sinh (η / 2) ^ 2 := by
      rw [← Real.cosh_two_mul]
      congr 1
      ring
    have hS : Real.sinh η = 2 * Real.sinh (η / 2) * Real.cosh (η / 2) := by
      rw [← Real.sinh_two_mul]
      congr 1
      ring
    rw [lorentzMap, boost, hB, key, coords_spinor, hC, hS, h1, mul_one, mul_one]
```

## (i) Which matrices do nothing

**Task.** For \(\det A=1\), show that every event is left fixed exactly when \(A=I\) or \(A=-I\).

**Solution.** If \(A=\pm I\), the two signs cancel in \(AXA^\dagger\). Conversely, suppose \(AXA^\dagger=X\) for all events. The event \((1,0,0,0)\) has \(X=I\), so \(AA^\dagger=I\), and for square matrices also \(A^\dagger A=I\). Hence
\[AX=AX(A^\dagger A)=(AXA^\dagger)A=XA.\]
For \(X=\sigma_z\), the off-diagonal entries of this equation read \(-A_{01}=A_{01}\) and \(A_{10}=-A_{10}\), so both vanish. For \(X=\sigma_x\), the entry 01 gives \(A_{00}=A_{11}\). Thus \(A=A_{00}I\), and \(\det A=A_{00}^2=1\) leaves \(A_{00}=\pm1\). The Lean proof takes the same route through `hU`, `comm`, `hz` and `hx`.

This is the sign familiar from spin one-half: \(-I\) multiplies a two-component spinor by \(-1\), which leaves its physical state the same, and moves no event.

```lean
/-- Among matrices with `det A = 1`, exactly `I` and `-I` leave every event fixed. -/
theorem fixes_all_iff (A : M₂) (hA : A.det = 1) :
    (∀ v, lorentzMap A v = v) ↔ A = 1 ∨ A = -1 := by
  constructor
  · intro h
    have hfix : ∀ v, A * spinor v * Aᴴ = spinor v := fun v => by
      rw [← spinor_lorentzMap, h]
    -- fixing the time axis makes A unitary
    have hU : A * Aᴴ = 1 := by
      have e : spinor ![1, 0, 0, 0] = 1 := by simp [spinor]
      have := hfix ![1, 0, 0, 0]
      rwa [e, mul_one] at this
    have hU' : Aᴴ * A = 1 := mul_eq_one_comm.mp hU
    -- hence A commutes with every Hermitian matrix
    have comm : ∀ v, A * spinor v = spinor v * A := fun v => by
      calc A * spinor v = A * spinor v * (Aᴴ * A) := by rw [hU', mul_one]
        _ = A * spinor v * Aᴴ * A := by simp only [mul_assoc]
        _ = spinor v * A := by rw [hfix]
    have hz := comm ![0, 0, 0, 1]
    have hx := comm ![0, 1, 0, 0]
    have e01 : -A 0 1 = A 0 1 := by
      simpa [spinor_eq, Matrix.mul_apply, Fin.sum_univ_succ] using
        congrFun (congrFun hz 0) 1
    have h01 : A 0 1 = 0 := by linear_combination (-1 / 2 : ℂ) * e01
    have e10 : A 1 0 = -A 1 0 := by
      simpa [spinor_eq, Matrix.mul_apply, Fin.sum_univ_succ] using
        congrFun (congrFun hz 1) 0
    have h10 : A 1 0 = 0 := by linear_combination (1 / 2 : ℂ) * e10
    have h11 : A 1 1 = A 0 0 := by
      simpa [spinor_eq, Matrix.mul_apply, Fin.sum_univ_succ] using
        (congrFun (congrFun hx 0) 1).symm
    rw [Matrix.det_fin_two, h01, h11, zero_mul, sub_zero] at hA
    rcases mul_self_eq_one_iff.mp hA with h00 | h00
    · left
      ext i j
      fin_cases i <;> fin_cases j <;> simp [h01, h10, h11, h00]
    · right
      ext i j
      fin_cases i <;> fin_cases j <;> simp [h01, h10, h11, h00]
  · rintro (rfl | rfl) v <;> simp [lorentzMap, coords_spinor]
```

## (j) Unitary matrices and spatial length

**Task.** For \(A^\dagger A=I\), show that
\[t'=t,\qquad x'^2+y'^2+z'^2=x^2+y^2+z^2.\]

**Solution.** By (a), \(t=\tfrac12\mathrm{tr}\,X\). Cyclicity of the trace gives
\[\mathrm{tr}(AXA^\dagger)=\mathrm{tr}(A^\dagger AX)=\mathrm{tr}\,X,\]
so \(t'=t\). The determinant of \(A^\dagger A=I\) is \(|\det A|^2=1\), so (f) preserves the interval. Subtracting it from \(t'^2=t^2\) leaves the spatial length. In Lean these steps are `ht`, `h0`, `hd` and `hi`.

The determinant of \(A\) may be any phase here. Preserved length is the link to rotations, but it does not by itself tell a rotation from a reflection; that would take a separate argument about orientation.

```lean
/-- If `A` is unitary, the map `X ↦ A X A†` preserves the time `t` and the squared
spatial length `x² + y² + z²`. -/
theorem unitary_preserves_time_and_length (A : M₂) (hA : Aᴴ * A = 1) (v : Fin 4 → ℝ) :
    lorentzMap A v 0 = v 0 ∧
      lorentzMap A v 1 ^ 2 + lorentzMap A v 2 ^ 2 + lorentzMap A v 3 ^ 2
        = v 1 ^ 2 + v 2 ^ 2 + v 3 ^ 2 := by
  -- time is half the trace, which a unitary conjugation preserves
  have ht : (A * spinor v * Aᴴ).trace = (spinor v).trace := by
    rw [Matrix.trace_mul_comm, ← Matrix.mul_assoc, hA, Matrix.one_mul]
  have h0 : lorentzMap A v 0 = v 0 := by
    calc lorentzMap A v 0 = (A * spinor v * Aᴴ).trace.re / 2 := by
          rw [Matrix.trace_fin_two]
          rfl
      _ = (spinor v).trace.re / 2 := by rw [ht]
      _ = v 0 := by simp [spinor_eq, Matrix.trace_fin_two]
  have hd : Complex.normSq A.det = 1 := by
    have h : (Complex.normSq A.det : ℂ) = 1 := by
      have h2 := congrArg Matrix.det hA
      rw [det_mul, det_conjTranspose, det_one, Complex.star_def] at h2
      rw [← Complex.mul_conj, mul_comm]
      exact h2
    exact_mod_cast h
  have hi := interval_scaling A v
  rw [hd, one_mul] at hi
  simp only [interval] at hi
  rw [h0] at hi
  exact ⟨h0, by linarith⟩

end

end SpinorLorentz
```

```lean
#print axioms SpinorLorentz.interval_preserved
-- 'SpinorLorentz.interval_preserved' depends on axioms: [propext, Classical.choice, Quot.sound]
#print axioms SpinorLorentz.boost_along_z
-- 'SpinorLorentz.boost_along_z' depends on axioms: [propext, Classical.choice, Quot.sound]
#print axioms SpinorLorentz.fixes_all_iff
-- 'SpinorLorentz.fixes_all_iff' depends on axioms: [propext, Classical.choice, Quot.sound]
#print axioms SpinorLorentz.unitary_preserves_time_and_length
-- 'SpinorLorentz.unitary_preserves_time_and_length' depends on axioms: [propext, Classical.choice, Quot.sound]
```
